# The Zoutendijk series converges for Wolfe steps on a bounded-below energy with Lipschitz gradient

Take a spring with energy $f(y)=y^2/2$ and gradient $g(y)=y$. From $x_0\neq 0$, go half way to the minimum again and again: the direction is $p_k=-x_k$, the step length is $t_k=1/2$, and $x_{k+1}=x_k/2$. Each step lowers the energy by $x_k^2/2-x_k^2/8=\tfrac38x_k^2$. The quantity

$$\frac{(g(x_k)\,p_k)^2}{p_k^2}=x_k^2$$

is therefore $8/3$ times the energy drop. The drops can add up to no more than the initial energy $x_0^2/2$, so the sum of these quantities is finite.

The general theorem works in the same way, with an inequality in place of the fixed ratio $8/3$. It concerns line searches, which can be used to relax molecular structures, in an idealised setting: every step meets the Wolfe conditions defined below with the same constants $c_1>0$ and $c_2<1$, the energy is bounded below and differentiable everywhere with a globally Lipschitz gradient, and energies and forces are exact. A molecular energy with bare nuclear repulsion diverges where two nuclei coincide, so it meets these assumptions only after being smoothed there.

## Slopes and acceptable steps

```lean
import Mathlib

open Filter Topology
open scoped NNReal

namespace ZoutendijkLineSearch

noncomputable section

variable {E : Type*} [NormedAddCommGroup E] [InnerProductSpace ℝ E]
```

The space `E` of configurations is a real inner product space, of finite or infinite dimension. Its elements serve both as positions $x$ and as search directions $p$.

```lean
/-- The slope of the energy `f` along the search line `x + s p`, taken at `s = t`. -/
def lineSlope (f : E → ℝ) (x p : E) (t : ℝ) : ℝ :=
  deriv (fun s : ℝ => f (x + s • p)) t
```

For an energy $f$, `lineSlope f x p t` is the derivative of the one-variable function $s\mapsto f(x+sp)$ at $s=t$. Write it as $\varphi'(t)$. Lean's `deriv` returns 0 where no derivative exists, but the main theorems assume that $f$ is differentiable everywhere.

```lean
/-- A step of length `t > 0` from `x` along a descent direction `p` that satisfies the Armijo
condition with constant `c₁` and the Wolfe curvature condition with constant `c₂`. -/
structure WolfeStep (f : E → ℝ) (c₁ c₂ : ℝ) (x p : E) (t : ℝ) : Prop where
  step_pos : 0 < t
  descent : lineSlope f x p 0 < 0
  armijo : f (x + t • p) ≤ f x + c₁ * t * lineSlope f x p 0
  curvature : c₂ * lineSlope f x p 0 ≤ lineSlope f x p t
```

`WolfeStep` is a proposition with four parts:

- the step length is positive, $t>0$;
- the direction leads downhill, $\varphi'(0)<0$;
- the Armijo condition holds, $f(x+tp)\le f(x)+c_1t\,\varphi'(0)$;
- the curvature condition holds, $c_2\varphi'(0)\le\varphi'(t)$.

Armijo asks for an energy drop in proportion to the step and the initial slope. For $0<c_2<1$, curvature asks that the slope at the new point be at most $c_2$ times as steeply downhill as at the start, which rules out steps that are too short.

```lean
/-- The search direction of a Wolfe step is nonzero. -/
theorem WolfeStep.direction_ne_zero {f : E → ℝ} {c₁ c₂ t : ℝ} {x p : E}
    (hW : WolfeStep f c₁ c₂ x p t) : p ≠ 0 := by
  intro h
  have hd := hW.descent
  simp [lineSlope, h] at hd
```

If $p=0$, the energy along the "line" is constant and its slope is 0, which contradicts descent. Later divisions by $\|p\|^2$ are therefore legitimate.

```lean
variable [CompleteSpace E] {f : E → ℝ} {g : E → E} {L : ℝ≥0} {c₁ c₂ : ℝ}

/-- The slope along the search line is the inner product of the gradient with the direction. -/
theorem lineSlope_eq_inner (hg : ∀ y, HasGradientAt f (g y) y) (x p : E) (t : ℝ) :
    lineSlope f x p t = inner ℝ (g (x + t • p)) p := by
  have hline : HasDerivAt (fun s : ℝ => x + s • p) p t := by
    have h := ((hasDerivAt_id' t).smul_const p).const_add x
    rw [one_smul] at h
    exact h
  have h := (hg (x + t • p)).hasFDerivAt.comp_hasDerivAt t hline
  simpa [lineSlope, Function.comp_def] using h.deriv
```

From here on `E` is complete, hence a Hilbert space; every finite-dimensional Euclidean space qualifies. The hypothesis `hg` says that $g(y)$ is the gradient of $f$ at every $y$. The constant `L` has type `ℝ≥0`, a nonnegative real.

The theorem is the chain rule: the line $s\mapsto x+sp$ has velocity $p$, so

$$\varphi'(t)=\langle g(x+tp),p\rangle .$$

In the proof, `hline` supplies the velocity, and `comp_hasDerivAt` composes it with the derivative of $f$.

## From curvature to an energy drop

```lean
/-- For a Wolfe step and an `L`-Lipschitz gradient, `(1 - c₂) (-⟨g(x), p⟩) ≤ L t ‖p‖²`. -/
theorem wolfe_step_length (hg : ∀ y, HasGradientAt f (g y) y) (hLip : LipschitzWith L g)
    {x p : E} {t : ℝ} (hW : WolfeStep f c₁ c₂ x p t) :
    (1 - c₂) * (-inner ℝ (g x) p) ≤ L * t * ‖p‖ ^ 2 := by
  have h0 := lineSlope_eq_inner hg x p 0
  rw [zero_smul, add_zero] at h0
  have hc := hW.curvature
  rw [h0, lineSlope_eq_inner hg x p t] at hc
  have hL := hLip.dist_le_mul (x + t • p) x
  rw [dist_eq_norm, dist_eq_norm, add_sub_cancel_left, norm_smul,
    Real.norm_of_nonneg hW.step_pos.le] at hL
  -- Cauchy-Schwarz for the change of the gradient
  have hcs := real_inner_le_norm (g (x + t • p) - g x) p
  rw [inner_sub_left] at hcs
  have hm := mul_le_mul_of_nonneg_right hL (norm_nonneg p)
  nlinarith
```

The hypothesis `hLip` says $\|g(y)-g(z)\|\le L\|y-z\|$ for all $y,z$. In physical terms, $L$ caps the stiffness of the energy surface: forces can't change faster than $L$ per unit displacement.

By hand, subtract $\langle g(x),p\rangle$ from both sides of the curvature condition, then apply Cauchy–Schwarz and the Lipschitz bound:

$$(1-c_2)\bigl(-\langle g(x),p\rangle\bigr)\le\langle g(x+tp)-g(x),p\rangle\le\|g(x+tp)-g(x)\|\,\|p\|\le L\,t\,\|p\|^2 .$$

The Lean proof collects the same ingredients: `hc` is curvature written with inner products, `hL` is the Lipschitz bound, and `hcs` is Cauchy–Schwarz. The closing `nlinarith` chains them together.

```lean
/-- For a Wolfe step with `c₁ > 0` and an `L`-Lipschitz gradient, `L` times the energy drop is at
least `c₁ (1 - c₂) ⟨g(x), p⟩² / ‖p‖²`. -/
theorem wolfe_energy_drop (hg : ∀ y, HasGradientAt f (g y) y) (hLip : LipschitzWith L g)
    (hc₁ : 0 < c₁) {x p : E} {t : ℝ} (hW : WolfeStep f c₁ c₂ x p t) :
    c₁ * (1 - c₂) * (inner ℝ (g x) p ^ 2 / ‖p‖ ^ 2) ≤ L * (f x - f (x + t • p)) := by
  have hs := wolfe_step_length hg hLip hW
  have h0 := lineSlope_eq_inner hg x p 0
  rw [zero_smul, add_zero] at h0
  have ha := hW.descent
  have hA := hW.armijo
  rw [h0] at ha hA
  have hp : 0 < ‖p‖ := norm_pos_iff.2 hW.direction_ne_zero
  -- multiply the step-length bound by the positive number -⟨g, p⟩
  have h1 : (1 - c₂) * (inner ℝ (g x) p ^ 2 / ‖p‖ ^ 2) ≤ L * t * (-inner ℝ (g x) p) := by
    rw [← mul_div_assoc, div_le_iff₀ (by positivity)]
    nlinarith [mul_le_mul_of_nonneg_right hs (neg_nonneg.2 ha.le)]
  calc c₁ * (1 - c₂) * (inner ℝ (g x) p ^ 2 / ‖p‖ ^ 2)
      = c₁ * ((1 - c₂) * (inner ℝ (g x) p ^ 2 / ‖p‖ ^ 2)) := by ring
    _ ≤ c₁ * (L * t * (-inner ℝ (g x) p)) := mul_le_mul_of_nonneg_left h1 hc₁.le
    _ = L * (-(c₁ * t * inner ℝ (g x) p)) := by ring
    _ ≤ L * (f x - f (x + t • p)) :=
        mul_le_mul_of_nonneg_left (by linarith) L.coe_nonneg
```

Set $a=-\langle g(x),p\rangle$, which is positive by descent. Multiplying the previous bound by $a/\|p\|^2$ gives `h1`:

$$(1-c_2)\frac{a^2}{\|p\|^2}\le L\,t\,a .$$

Armijo says $c_1ta\le f(x)-f(x+tp)$. Multiply the first inequality by $c_1>0$ and the second by $L\ge0$, and combine them:

$$c_1(1-c_2)\frac{\langle g(x),p\rangle^2}{\|p\|^2}\le L\bigl(f(x)-f(x+tp)\bigr).$$

The `calc` block follows this chain line by line. Keeping $L$ on the right avoids a division and leaves the statement correct for $L=0$.

## Adding up the drops

```lean
variable {x p : ℕ → E} {t : ℕ → ℝ}

/-- For Wolfe steps with `c₁ > 0` and an `L`-Lipschitz gradient, `c₁ (1 - c₂)` times the sum of the
first `n` terms of the Zoutendijk series is at most `L` times the energy drop over the first `n`
steps. -/
theorem zoutendijk_partial_sum (hg : ∀ y, HasGradientAt f (g y) y) (hLip : LipschitzWith L g)
    (hc₁ : 0 < c₁) (hx : ∀ k, x (k + 1) = x k + t k • p k)
    (hW : ∀ k, WolfeStep f c₁ c₂ (x k) (p k) (t k)) (n : ℕ) :
    c₁ * (1 - c₂) * ∑ k ∈ Finset.range n, inner ℝ (g (x k)) (p k) ^ 2 / ‖p k‖ ^ 2
      ≤ L * (f (x 0) - f (x n)) := by
  induction n with
  | zero => simp
  | succ n ih =>
    have h := wolfe_energy_drop hg hLip hc₁ (hW n)
    rw [← hx n] at h
    rw [Finset.sum_range_succ, mul_add]
    linarith
```

Now there are sequences $x_k$, $p_k$, $t_k$ with $x_{k+1}=x_k+t_kp_k$, and every step is a Wolfe step with the same $c_1$ and $c_2$. Adding the inequality above over $k=0,\dots,n-1$ makes the energies telescope:

$$c_1(1-c_2)\sum_{k=0}^{n-1}\frac{\langle g(x_k),p_k\rangle^2}{\|p_k\|^2}\le L\bigl(f(x_0)-f(x_n)\bigr).$$

Lean does the telescoping by induction on $n$. For $n=0$ both sides vanish; the induction step adds one more term and one more drop.

```lean
/-- **Zoutendijk's theorem**, for a globally Lipschitz gradient. If the energy is bounded below, the
series of `⟨g(x_k), p_k⟩² / ‖p_k‖²` along a sequence of Wolfe steps with `c₁ > 0` and `c₂ < 1`
converges. -/
theorem zoutendijk (hg : ∀ y, HasGradientAt f (g y) y) (hLip : LipschitzWith L g)
    (hb : BddBelow (Set.range f)) (hc₁ : 0 < c₁) (hc₂ : c₂ < 1)
    (hx : ∀ k, x (k + 1) = x k + t k • p k)
    (hW : ∀ k, WolfeStep f c₁ c₂ (x k) (p k) (t k)) :
    Summable (fun k => inner ℝ (g (x k)) (p k) ^ 2 / ‖p k‖ ^ 2) := by
  obtain ⟨m, hm⟩ := hb
  have hc : 0 < c₁ * (1 - c₂) := mul_pos hc₁ (by linarith)
  refine summable_of_sum_range_le (c := L * (f (x 0) - m) / (c₁ * (1 - c₂)))
    (fun k => by positivity) (fun n => ?_)
  rw [le_div_iff₀ hc, mul_comm]
  have hmn : m ≤ f (x n) := hm (Set.mem_range_self (x n))
  exact (zoutendijk_partial_sum hg hLip hc₁ hx hW n).trans
    (mul_le_mul_of_nonneg_left (by linarith) L.coe_nonneg)
```

This is the main theorem. Zoutendijk's theorem is usually stated with differentiability and the Lipschitz condition required only on an open set containing all $y$ with $f(y)\le f(x_0)$; the version here is weaker, since it assumes them on the whole space. The hypothesis `hb` gives a number $m$ with $m\le f(y)$ for all $y$. With $c_1>0$ and $c_2<1$, the telescoped inequality becomes

$$\sum_{k=0}^{n-1}\frac{\langle g(x_k),p_k\rangle^2}{\|p_k\|^2}\le\frac{L\,(f(x_0)-m)}{c_1(1-c_2)}\qquad\text{for every }n .$$

The terms are nonnegative and their partial sums are bounded, so the series converges.

The usual ordering $c_1<c_2$ doesn't appear. It helps to guarantee that acceptable step lengths exist, whereas here the Wolfe steps are given. Since descent is strict, the theorem describes a search that never lands exactly on a stationary point.

The last inference rests on the Mathlib lemma `summable_of_sum_range_le`, which deserves a closer look. `Summable` says that a sum exists whatever the order of the terms, and proving this from the definition would require a candidate limit. The lemma needs none. It asks for two things: that every term be nonnegative, and that one constant `c` bound all partial sums.

The first is settled by `positivity`, since each term is a quotient of squares. It is essential, because the partial sums of $1-1+1-\cdots$ are bounded too. For the second, the proof names `c` before `n` is introduced, so the bound may not depend on $n$. That is why the proof replaces $f(x_n)$ by the lower bound $m$, and it is here that boundedness below enters.

```lean
/-- Under the hypotheses of `zoutendijk`, if the cosine of the angle between `p_k` and `-g(x_k)` is
at least some fixed `δ > 0` for every `k`, the gradient norm `‖g(x_k)‖` tends to zero. -/
theorem gradient_norm_tendsto_zero (hg : ∀ y, HasGradientAt f (g y) y)
    (hLip : LipschitzWith L g) (hb : BddBelow (Set.range f)) (hc₁ : 0 < c₁) (hc₂ : c₂ < 1)
    (hx : ∀ k, x (k + 1) = x k + t k • p k)
    (hW : ∀ k, WolfeStep f c₁ c₂ (x k) (p k) (t k)) {δ : ℝ} (hδ : 0 < δ)
    (hangle : ∀ k, δ * ‖g (x k)‖ * ‖p k‖ ≤ -inner ℝ (g (x k)) (p k)) :
    Tendsto (fun k => ‖g (x k)‖) atTop (𝓝 0) := by
  have hs := (zoutendijk hg hLip hb hc₁ hc₂ hx hW).tendsto_atTop_zero
  have h := (hs.div_const (δ ^ 2)).sqrt
  rw [zero_div, Real.sqrt_zero] at h
  refine squeeze_zero (fun k => norm_nonneg _) (fun k => Real.le_sqrt_of_sq_le ?_) h
  have hp : 0 < ‖p k‖ := norm_pos_iff.2 (hW k).direction_ne_zero
  rw [le_div_iff₀ (by positivity), le_div_iff₀ (by positivity)]
  have hsq := pow_le_pow_left₀ (by positivity) (hangle k) 2
  nlinarith
```

Convergence of the series controls only the part of the gradient that lies along the search direction. The hypothesis `hangle` links this part to the whole gradient:

$$\delta\,\|g(x_k)\|\,\|p_k\|\le-\langle g(x_k),p_k\rangle,\qquad\delta>0 .$$

It says that the cosine of the angle between $p_k$ and $-g(x_k)$ is at least $\delta$, so the directions can't drift towards being perpendicular to the force. Squaring and dividing by $\delta^2\|p_k\|^2$ gives

$$\|g(x_k)\|^2\le\frac1{\delta^2}\,\frac{\langle g(x_k),p_k\rangle^2}{\|p_k\|^2}.$$

The terms of a convergent series tend to zero, so the right-hand side does too, and hence $\|g(x_k)\|\to0$. In Lean, `squeeze_zero` traps the norm between 0 and the square root of the right-hand side. The conclusion is about forces: it doesn't say that the positions converge or that a minimum is reached.

## The spring with and without the curvature condition

```lean
/-- The energy `y² / 2` of a harmonic spring with unit force constant. -/
def springEnergy (y : ℝ) : ℝ := y ^ 2 / 2
```

This is the spring from the beginning, with unit force constant.

```lean
/-- The slope of the spring energy along a search line. -/
theorem lineSlope_spring (x p t : ℝ) :
    lineSlope springEnergy x p t = (x + t * p) * p := by
  have h1 : HasDerivAt (fun s : ℝ => x + s * p) p t := by
    have h := ((hasDerivAt_id' t).mul_const p).const_add x
    rw [one_mul] at h
    exact h
  have h2 := (h1.fun_pow 2).div_const 2
  exact (h2.congr_deriv (by rw [show (2 - 1 : ℕ) = 1 from rfl]; push_cast; ring)).deriv
```

On the real line the slope is $\varphi'(t)=(x+tp)\,p$, by differentiating $(x+sp)^2/2$ with respect to $s$. The proof differentiates the line first, then the square.

```lean
/-- For the spring, going half way to the minimum from any `x ≠ 0` is a Wolfe step with
`c₁ = 1/4` and `c₂ = 3/4`. -/
theorem wolfeStep_witness {x : ℝ} (hx : x ≠ 0) :
    WolfeStep springEnergy (1 / 4) (3 / 4) x (-x) (1 / 2) := by
  have hx2 : 0 < x ^ 2 := by positivity
  refine ⟨by norm_num, ?_, ?_, ?_⟩
  · rw [lineSlope_spring]
    nlinarith
  · rw [lineSlope_spring]
    simp only [springEnergy, smul_eq_mul]
    nlinarith
  · rw [lineSlope_spring, lineSlope_spring]
    nlinarith
```

The half-way step from any $x\neq0$ meets all four conditions with $c_1=1/4$ and $c_2=3/4$. With $p=-x$ and $t=1/2$, the slopes are $\varphi'(0)=-x^2$ and $\varphi'(1/2)=-x^2/2$. Armijo and curvature then read

$$\frac{x^2}{8}\le\frac{x^2}{2}-\frac{x^2}{8},\qquad-\frac34x^2\le-\frac12x^2,$$

and both are true. The definition of a Wolfe step can thus be met by a concrete search.

```lean
/-- The sequence of positions `1 + 2⁻ᵏ`. -/
def stalledIterate (k : ℕ) : ℝ := 1 + (1 / 2) ^ k
```

The second search on the same spring starts at $x_0=2$ and visits $x_k=1+2^{-k}$. It closes in on $y=1$, where the spring still pulls with unit force.

```lean
/-- On the spring, the steps of length `2⁻⁽ᵏ⁺¹⁾` along `-1` between the positions `1 + 2⁻ᵏ` are
descent steps satisfying Armijo with `c₁ = 1/2`, but their Zoutendijk series diverges. -/
theorem armijo_alone_insufficient :
    (∀ k : ℕ, stalledIterate (k + 1) = stalledIterate k + (1 / 2 : ℝ) ^ (k + 1) • (-1 : ℝ) ∧
      lineSlope springEnergy (stalledIterate k) (-1) 0 < 0 ∧
      springEnergy (stalledIterate (k + 1)) ≤ springEnergy (stalledIterate k)
        + 1 / 2 * (1 / 2) ^ (k + 1) * lineSlope springEnergy (stalledIterate k) (-1) 0) ∧
    ¬ Summable (fun k : ℕ =>
      lineSlope springEnergy (stalledIterate k) (-1) 0 ^ 2 / ‖(-1 : ℝ)‖ ^ 2) := by
  refine ⟨fun k => ?_, fun h => ?_⟩
  · have hq : (0 : ℝ) < (1 / 2) ^ k := by positivity
    have e : (1 / 2 : ℝ) ^ (k + 1) = (1 / 2) ^ k / 2 := by rw [pow_succ]; ring
    rw [lineSlope_spring]
    simp only [stalledIterate, springEnergy, smul_eq_mul, e]
    refine ⟨by ring, by linarith, ?_⟩
    nlinarith [sq_nonneg ((1 / 2 : ℝ) ^ k)]
  · -- every term is at least one, so the terms cannot tend to zero
    have h1 : (1 : ℝ) ≤ 0 := ge_of_tendsto' h.tendsto_atTop_zero (fun k => by
      have hq : (0 : ℝ) < (1 / 2) ^ k := by positivity
      rw [lineSlope_spring, norm_neg, norm_one, one_pow, div_one]
      simp only [stalledIterate]
      nlinarith [sq_nonneg ((1 / 2 : ℝ) ^ k)])
    linarith

end

end ZoutendijkLineSearch
```

The first part of the statement confirms that this search uses direction $p_k=-1$ and step length $t_k=2^{-(k+1)}$, goes downhill, and satisfies Armijo with $c_1=1/2$. Write $q=2^{-k}$. The initial slope is $-(1+q)$, and the energy drop exceeds what Armijo demands:

$$\frac{(1+q)^2-(1+q/2)^2}{2}=\frac q2+\frac{3q^2}{8}\;\ge\;\frac q4+\frac{q^2}{4}=\frac12\cdot\frac q2\,(1+q).$$

The second part says that the Zoutendijk series diverges. Its terms are $(1+2^{-k})^2\ge1$, so they can't tend to zero; `ge_of_tendsto'` turns this into the contradiction $1\le0$.

The missing ingredient is curvature. The ratio of the new slope to the old one is $(1+q/2)/(1+q)$, which tends to 1 and so eventually exceeds any fixed $c_2<1$. The step lengths add up to only 1, so the search never gets past $y=1$, and the strength of the force never falls below 1.

```lean
#print axioms ZoutendijkLineSearch.zoutendijk
#print axioms ZoutendijkLineSearch.gradient_norm_tendsto_zero
#print axioms ZoutendijkLineSearch.armijo_alone_insufficient
```

```
'ZoutendijkLineSearch.zoutendijk' depends on axioms: [propext, Classical.choice, Quot.sound]
'ZoutendijkLineSearch.gradient_norm_tendsto_zero' depends on axioms: [propext, Classical.choice, Quot.sound]
'ZoutendijkLineSearch.armijo_alone_insufficient' depends on axioms: [propext, Classical.choice, Quot.sound]
```
